# The total spin projection of an electron, a muon and a proton does not commute with the electron–muon product SzIx

Three spins 1/2, those of an electron, a muon and a proton, are described by 8 × 8 complex matrices in the basis of product states, with spin operators in units of ħ. The lemma states that the total projection Fz = Sz + Iz + Kz has the commutator [Fz, SzIx] = i SzIy, where S belongs to the electron, I to the muon and K to the proton, and that this commutator is not zero. For the equality, the attempt writes Fz as a diagonal matrix and compares the two sides entry by entry, over all values of the six spin indices. For the second claim, it assumes that the commutator vanishes and seeks a contradiction in the entry between the state with all spins up and the state with only the muon spin down.

This version doesn't compile in Lean 4 with Mathlib:

```lean
import Mathlib

open Matrix
open scoped Kronecker

namespace MuonProtonElectronSpins

noncomputable section

set_option maxHeartbeats 400000

/-- Product states of electron, muon and proton, in this order; 0 is spin up, 1 is spin down. -/
abbrev Spins := Fin 2 × Fin 2 × Fin 2

/-- Magnetic quantum number of a single spin 1/2. -/
def mz : Fin 2 → ℂ := ![1/2, -1/2]

/-- Spin-1/2 matrix along x. -/
def sx : Matrix (Fin 2) (Fin 2) ℂ := !![0, 1/2; 1/2, 0]

/-- Spin-1/2 matrix along y. -/
def sy : Matrix (Fin 2) (Fin 2) ℂ := !![0, -Complex.I/2; Complex.I/2, 0]

/-- Spin-1/2 matrix along z. -/
def sz : Matrix (Fin 2) (Fin 2) ℂ := diagonal mz

/-- The product operator with `a` on the electron, `b` on the muon and `c` on the proton. -/
def op (a b c : Matrix (Fin 2) (Fin 2) ℂ) : Matrix Spins Spins ℂ := a ⊗ₖ (b ⊗ₖ c)

/-- Total spin projection Fz = Sz + Iz + Kz. -/
def Fz : Matrix Spins Spins ℂ := op sz 1 1 + op 1 sz 1 + op 1 1 sz

/-- Fz is diagonal in the product states, with the sum of the three projections as entries. -/
theorem Fz_eq : Fz = diagonal (fun i : Spins => mz i.1 + mz i.2.1 + mz i.2.2) := by
  ext ⟨a, b, c⟩ ⟨a', b', c'⟩
  by_cases ha : a = a' <;> by_cases hb : b = b' <;> by_cases hc : c = c' <;>
    simp [Fz, op, sz, kroneckerMap_apply, one_apply, ha, hb, hc]

/-- [Fz, Sz Ix] = i Sz Iy, and this commutator is not zero. -/
theorem Fz_commutator_SzIx :
    Fz * op sz sx 1 - op sz sx 1 * Fz = Complex.I • op sz sy 1 ∧
      Fz * op sz sx 1 - op sz sx 1 * Fz ≠ 0 := by
  have h : Fz * op sz sx 1 - op sz sx 1 * Fz = Complex.I • op sz sy 1 := by
    rw [Fz_eq]
    ext ⟨a, b, c⟩ ⟨a', b', c'⟩
    rw [sub_apply, diagonal_mul, mul_diagonal]
    fin_cases a <;> fin_cases b <;> fin_cases c <;> fin_cases a' <;> fin_cases b' <;>
      fin_cases c' <;> simp [op, sx, sy, sz, mz, kroneckerMap_apply] <;>
      (try ring_nf) <;> (try simp only [Complex.I_sq]) <;> (try ring)
  refine ⟨h, fun h0 => ?_⟩
  rw [h] at h0
  have h1 := congrFun (congrFun h0 (0, 0, 0)) (0, 1, 0)
  simp [op, sy, sz, mz, kroneckerMap_apply] at h1

end

end MuonProtonElectronSpins
```

Compiling this gives:

```
Main.lean:46:8: error: Ambiguous term
  sub_apply
Possible interpretations:
  _root_.sub_apply : ∀ (f g : ?m.109) (x : ?m.110), (f - g) x = f x - g x
  
  Matrix.sub_apply : ∀ (A B : Matrix ?m.109 ?m.110 ?m.111) (i : ?m.109) (j : ?m.110), (A - B) i j = A i j - B i j
```

The repair, with which the file compiles:

```diff
@@ -44,5 +44,5 @@
     rw [Fz_eq]
     ext ⟨a, b, c⟩ ⟨a', b', c'⟩
-    rw [sub_apply, diagonal_mul, mul_diagonal]
+    rw [Matrix.sub_apply, diagonal_mul, mul_diagonal]
     fin_cases a <;> fin_cases b <;> fin_cases c <;> fin_cases a' <;> fin_cases b' <;>
       fin_cases c' <;> simp [op, sx, sy, sz, mz, kroneckerMap_apply] <;>
```

Cause. The message says that the name `sub_apply` in the `rw` has two possible meanings. Because the file has `open Matrix`, the short name can stand for `Matrix.sub_apply` as well as for the lemma `_root_.sub_apply` outside any namespace. The first says that an entry of a difference of matrices is the difference of the entries, `(A - B) i j = A i j - B i j`. The second says the same of a difference applied to a single argument, `(f - g) x = f x - g x`. Lean does not choose between them here, and the `rw` fails before it has rewritten anything.

The repair writes the name in full, `Matrix.sub_apply`, which leaves only the lemma with two indices. That is the one needed, since the goal at this point is about a single entry of the commutator, a difference of two matrix products. Once it is split into a difference of two entries, `diagonal_mul` and `mul_diagonal` can evaluate the products with the diagonal matrix. The rest of the proof is unchanged.
